# Numerov levels of a particle in a box lie below the exact levels

Anyone who reads a Numerov energy as an upper bound, as a variational energy would be, can put the true level on the wrong side. For a particle between hard walls with no potential inside, every level that Numerov's method gives in exact arithmetic is too low, however fine the grid.

Let the box have length $L>0$, divided into $M$ steps of size $h=L/M$. Units are chosen so that $-\psi''=E\psi$; for a particle of mass $\mu$, energies are multiplied by $\hbar^2/2\mu$.

In Lean 4 with Mathlib:

```lean
import Mathlib

open Real

namespace NumerovBox

noncomputable section
```

## From the grid equation to a phase

With $w=h^2E$, Numerov's method replaces the differential equation by

$$\left(1+\tfrac{w}{12}\right)(u_{k+2}+u_k)=2\left(1-\tfrac{5w}{12}\right)u_{k+1}.$$

Try $u_k=\sin kt$, where $t$ is the phase per grid step, not a time. Since $\sin((k+2)t)+\sin(kt)=2\cos t\,\sin((k+1)t)$, the equation holds if $(1+w/12)\cos t=1-5w/12$. Solving for $w$ gives

$$w=s(t)=\frac{12(1-\cos t)}{5+\cos t}.$$

The exact wave has $h^2E=t^2$ instead. The function $s$ is called `numerovSymbol`.

```lean
/-- The Numerov replacement for the squared phase `t ^ 2` per grid step. -/
def numerovSymbol (t : ℝ) : ℝ := 12 * (1 - Real.cos t) / (5 + Real.cos t)
```

The exact level with label $n\ge1$ is $(n\pi/L)^2$.

```lean
/-- For `n ≥ 1`, the exact level `(n π / L) ^ 2` of a box of length `L > 0`, in units where
`-ψ'' = E ψ`. -/
def boxLevel (L : ℝ) (n : ℕ) : ℝ := (n * π / L) ^ 2
```

Its phase per step is $n\pi h/L=n\pi/M$, so the corresponding grid value is $s(n\pi/M)/h^2$.

```lean
/-- The Numerov symbol at phase `n π / M`, divided by the squared grid step `L / M`,
for `L ≠ 0` and `M ≠ 0`. -/
def numerovLevel (M : ℕ) (L : ℝ) (n : ℕ) : ℝ := numerovSymbol (n * π / M) / (L / M) ^ 2
```

So far this is only a formula. A computed level is defined independently of it, as an energy $E$ for which the recurrence has a solution with $u_0=u_M=0$ that is not zero everywhere on the grid. The condition `k + 1 < M` applies the recurrence at each interior point; values of `u` beyond site $M$ play no part.

```lean
/-- `E` is a computed level of the box of length `L` with `M ≠ 0` grid steps: the Numerov
recurrence has a nonzero solution on the grid that vanishes at both walls. -/
def IsNumerovLevel (M : ℕ) (L E : ℝ) : Prop :=
  ∃ u : ℕ → ℝ, u 0 = 0 ∧ u M = 0 ∧ (∃ j, j < M ∧ u j ≠ 0) ∧
    ∀ k, k + 1 < M → (1 + (L / M) ^ 2 * E / 12) * (u (k + 2) + u k)
      = 2 * (1 - 5 * ((L / M) ^ 2 * E) / 12) * u (k + 1)
```

The exact level is tied to the differential equation by differentiating $\sin(n\pi x/L)$ twice, which returns $-(n\pi/L)^2\sin(n\pi x/L)$. The wave vanishes at both walls, and for $n=0$ it vanishes everywhere. That the box has no other exact levels is textbook knowledge and is not used in the proofs.

```lean
/-- The wave `sin (n π x / L)` vanishes at both walls of a box of length `L > 0` and solves
`-ψ'' = E ψ` with `E = boxLevel L n`. -/
theorem box_eigenfunction {L : ℝ} (hL : 0 < L) (n : ℕ) :
    Real.sin (n * π / L * 0) = 0 ∧ Real.sin (n * π / L * L) = 0 ∧ ∀ x : ℝ,
      HasDerivAt (fun y => Real.sin (n * π / L * y)) (n * π / L * Real.cos (n * π / L * x)) x ∧
      HasDerivAt (fun y => n * π / L * Real.cos (n * π / L * y))
        (-(boxLevel L n * Real.sin (n * π / L * x))) x := by
  have hk : ∀ k x : ℝ, HasDerivAt (fun y => k * y) k x := fun k x => by
    simpa using (hasDerivAt_id' x).const_mul k
  refine ⟨by simp, ?_, fun x => ⟨(hk _ x).sin.congr_deriv (by ring),
    ((hk _ x).cos.const_mul _).congr_deriv (by unfold boxLevel; ring)⟩⟩
  rw [div_mul_cancel₀ _ hL.ne']
  exact Real.sin_nat_mul_pi n
```

## The symbol lies below the squared phase

The inequality $s(t)<t^2$ needs a good lower bound on the cosine, obtained by repeated integration. The tool is that a function starting at zero with nonnegative slope stays nonnegative.

```lean
/-- A function that starts at zero and has nonnegative slope for `x ≥ 0` is nonnegative there. -/
theorem nonneg_of_slope {f f' : ℝ → ℝ} (hf : ∀ x, HasDerivAt f (f' x) x) (h0 : f 0 = 0)
    (h : ∀ x, 0 ≤ x → 0 ≤ f' x) {x : ℝ} (hx : 0 ≤ x) : 0 ≤ f x := by
  have hm : MonotoneOn f (Set.Ici 0) := monotoneOn_of_deriv_nonneg (convex_Ici 0)
    (fun y _ => (hf y).continuousAt.continuousWithinAt)
    (fun y _ => (hf y).differentiableAt.differentiableWithinAt)
    (fun y hy => by rw [(hf y).deriv]; exact h y (interior_subset hy))
  have := hm (Set.mem_Ici.2 le_rfl) (Set.mem_Ici.2 hx) hx
  linarith
```

Start from $\cos y\ge 1-y^2/2$ and integrate four times from $0$ to $y\ge0$:

$$\sin y\ge y-\tfrac{y^3}{6},\qquad \cos y\le 1-\tfrac{y^2}{2}+\tfrac{y^4}{24},$$
$$\sin y\le y-\tfrac{y^3}{6}+\tfrac{y^5}{120},\qquad \cos y\ge 1-\tfrac{y^2}{2}+\tfrac{y^4}{24}-\tfrac{y^6}{720}.$$

These are `s1`, `c1`, `s2` and `c2` in the proof. Negative arguments follow because the cosine is even.

```lean
/-- The cosine lies on or above its Taylor polynomial of degree six. -/
theorem cos_lower (x : ℝ) : 1 - x ^ 2 / 2 + x ^ 4 / 24 - x ^ 6 / 720 ≤ Real.cos x := by
  have p : ∀ (n : ℕ) (y : ℝ), HasDerivAt (fun z : ℝ => z ^ (n + 1)) (((n : ℝ) + 1) * y ^ n) y :=
    fun n y => by simpa using hasDerivAt_pow (n + 1) y
  -- integrate the elementary bound on the cosine four times
  have s1 : ∀ y : ℝ, 0 ≤ y → 0 ≤ Real.sin y - (y - y ^ 3 / 6) := fun y hy =>
    nonneg_of_slope (f := fun y => Real.sin y - (y - y ^ 3 / 6))
      (f' := fun y => Real.cos y - (1 - y ^ 2 / 2))
      (fun y => ((Real.hasDerivAt_sin y).fun_sub ((hasDerivAt_id' y).fun_sub
        ((p 2 y).div_const 6))).congr_deriv (by push_cast; ring))
      (by simp) (fun y _ => sub_nonneg.2 Real.one_sub_sq_div_two_le_cos) hy
  have c1 : ∀ y : ℝ, 0 ≤ y → 0 ≤ 1 - y ^ 2 / 2 + y ^ 4 / 24 - Real.cos y := fun y hy =>
    nonneg_of_slope (f := fun y => 1 - y ^ 2 / 2 + y ^ 4 / 24 - Real.cos y)
      (f' := fun y => Real.sin y - (y - y ^ 3 / 6))
      (fun y => ((((hasDerivAt_const y (1 : ℝ)).fun_sub ((p 1 y).div_const 2)).fun_add
        ((p 3 y).div_const 24)).fun_sub (Real.hasDerivAt_cos y)).congr_deriv
        (by push_cast; ring))
      (by simp) s1 hy
  have s2 : ∀ y : ℝ, 0 ≤ y → 0 ≤ y - y ^ 3 / 6 + y ^ 5 / 120 - Real.sin y := fun y hy =>
    nonneg_of_slope (f := fun y => y - y ^ 3 / 6 + y ^ 5 / 120 - Real.sin y)
      (f' := fun y => 1 - y ^ 2 / 2 + y ^ 4 / 24 - Real.cos y)
      (fun y => ((((hasDerivAt_id' y).fun_sub ((p 2 y).div_const 6)).fun_add
        ((p 4 y).div_const 120)).fun_sub (Real.hasDerivAt_sin y)).congr_deriv
        (by push_cast; ring))
      (by simp) c1 hy
  have c2 : ∀ y : ℝ, 0 ≤ y →
      0 ≤ Real.cos y - (1 - y ^ 2 / 2 + y ^ 4 / 24 - y ^ 6 / 720) := fun y hy =>
    nonneg_of_slope (f := fun y => Real.cos y - (1 - y ^ 2 / 2 + y ^ 4 / 24 - y ^ 6 / 720))
      (f' := fun y => y - y ^ 3 / 6 + y ^ 5 / 120 - Real.sin y)
      (fun y => ((Real.hasDerivAt_cos y).fun_sub ((((hasDerivAt_const y (1 : ℝ)).fun_sub
        ((p 1 y).div_const 2)).fun_add ((p 3 y).div_const 24)).fun_sub
        ((p 5 y).div_const 720))).congr_deriv (by push_cast; ring))
      (by simp) s2 hy
  rcases le_total 0 x with hx | hx
  · linarith [c2 x hx]
  · have h := c2 (-x) (by linarith)
    rw [Real.cos_neg] at h
    linarith
```

As $5+\cos t>0$, the claim $s(t)<t^2$ is equivalent to $(12+t^2)\cos t>12-5t^2$. Inserting the bound gives

$$(12+t^2)\cos t\ \ge\ 12-5t^2+\frac{t^6(18-t^2)}{720},$$

which settles $0<t^2<18$. For $t^2\ge18$, the left side of $12(1-\cos t)<t^2(5+\cos t)$ is at most $24$ and the right side at least $72$.

```lean
/-- For every nonzero phase the Numerov symbol is strictly smaller than the squared phase. -/
theorem numerovSymbol_lt_sq {t : ℝ} (ht : t ≠ 0) : numerovSymbol t < t ^ 2 := by
  have h1 := Real.neg_one_le_cos t
  have hd : 0 < 5 + Real.cos t := by linarith
  unfold numerovSymbol
  rw [div_lt_iff₀ hd]
  rcases lt_or_ge (t ^ 2) 18 with h | h
  · have h2 := mul_le_mul_of_nonneg_left (cos_lower t) (by positivity : 0 ≤ 12 + t ^ 2)
    have h3 : 0 < t ^ 6 * (18 - t ^ 2) := mul_pos (by positivity) (by linarith)
    nlinarith [h2, h3]
  · nlinarith [mul_le_mul_of_nonneg_right h hd.le]
```

The symbol also rises with the phase: $12(1-c)/(5+c)$ decreases in $c$, and $c=\cos t$ decreases on $[0,\pi]$.

```lean
/-- The Numerov symbol increases strictly with the phase between `0` and `π`. -/
theorem numerovSymbol_strictMonoOn : StrictMonoOn numerovSymbol (Set.Icc 0 π) := by
  intro a ha b hb hab
  have hc := Real.strictAntiOn_cos ha hb hab
  unfold numerovSymbol
  rw [div_lt_div_iff₀ (by linarith [Real.neg_one_le_cos a]) (by linarith [Real.neg_one_le_cos b])]
  nlinarith [hc]
```

## The walls select the phases

For $0<n<M$, the phase $n\pi/M$ lies strictly between $0$ and $\pi$.

```lean
/-- For `0 < n < M` the phase `n π / M` lies strictly between `0` and `π`. -/
theorem phase_mem {n M : ℕ} (hn : 0 < n) (hnM : n < M) :
    0 < (n : ℝ) * π / M ∧ (n : ℝ) * π / M < π := by
  have h1 : (0 : ℝ) < n := by exact_mod_cast hn
  have h2 : (n : ℝ) < M := by exact_mod_cast hnM
  have h3 : (0 : ℝ) < M := h1.trans h2
  refine ⟨by positivity, ?_⟩
  rw [div_lt_iff₀ h3]
  nlinarith [mul_pos (sub_pos.2 h2) Real.pi_pos]
```

The sine identity used above follows from the addition formulas for $(k+1)t\pm t$.

```lean
/-- Equally spaced samples of a sine obey a three-term recurrence. -/
theorem sin_three_term (t : ℝ) (k : ℕ) :
    Real.sin (((k + 2 : ℕ) : ℝ) * t) + Real.sin ((k : ℝ) * t)
      = 2 * Real.cos t * Real.sin (((k + 1 : ℕ) : ℝ) * t) := by
  have h1 : ((k + 2 : ℕ) : ℝ) * t = ((k + 1 : ℕ) : ℝ) * t + t := by push_cast; ring
  have h2 : (k : ℝ) * t = ((k + 1 : ℕ) : ℝ) * t - t := by push_cast; ring
  rw [h1, h2, Real.sin_add, Real.sin_sub]
  ring
```

Now take any nonzero solution of $u_{k+2}+u_k=2c\,u_{k+1}$ with $u_0=u_M=0$. First, $u_1\neq0$, or every later value would vanish. If $|c|\ge1$, then

$$|u_{k+2}|-|u_{k+1}|\ \ge\ |u_{k+1}|-|u_k|\ \ge\ \dots\ \ge\ |u_1|>0,$$

so the amplitude grows and never returns to zero. Hence $c=\cos t$ with $0<t<\pi$. Induction over neighbouring pairs of sites gives $u_k\sin t=u_1\sin kt$. At the far wall $\sin Mt=0$, so $t=n\pi/M$ with $0<n<M$.

```lean
/-- A solution of `u (k+2) + u k = 2 c u (k+1)` on the sites `0` to `M` that vanishes at sites `0`
and `M`, but not at every site below `M`, exists only if `c = cos (n π / M)` for some `0 < n < M`.
-/
theorem chain_quantization {M : ℕ} {c : ℝ} {u : ℕ → ℝ} (h0 : u 0 = 0) (hM : u M = 0)
    (hu : ∃ j, j < M ∧ u j ≠ 0)
    (hr : ∀ k, k + 1 < M → u (k + 2) + u k = 2 * c * u (k + 1)) :
    ∃ n : ℕ, 0 < n ∧ n < M ∧ c = Real.cos (n * π / M) := by
  obtain ⟨j, hj, hju⟩ := hu
  obtain ⟨m, rfl⟩ : ∃ m, M = m + 1 := ⟨M - 1, by omega⟩
  have h1 : u 1 ≠ 0 := by
    intro h1
    have hz : ∀ k, k + 1 ≤ m + 1 → u k = 0 ∧ u (k + 1) = 0 := by
      intro k
      induction k with
      | zero => exact fun _ => ⟨h0, h1⟩
      | succ k ih =>
        intro hk
        obtain ⟨a, b⟩ := ih (by omega)
        have r : u (k + 1 + 1) + u k = 2 * c * u (k + 1) := hr k (by omega)
        rw [a, b] at r
        exact ⟨b, by linarith⟩
    exact hju (hz j (by omega)).1
  -- for `|c| ≥ 1` the amplitude grows and cannot return to zero
  have hc : |c| < 1 := by
    by_contra hc
    have hc' : 1 ≤ |c| := not_lt.1 hc
    have grow : ∀ k, k + 1 ≤ m + 1 → |u 1| ≤ |u (k + 1)| - |u k| := by
      intro k
      induction k with
      | zero => intro _; simp [h0]
      | succ k ih =>
        intro hk
        have a := ih (by omega)
        have r : u (k + 1 + 1) + u k = 2 * c * u (k + 1) := hr k (by omega)
        have e : u (k + 1 + 1) = 2 * c * u (k + 1) - u k := by linarith
        have b := abs_sub_abs_le_abs_sub (2 * c * u (k + 1)) (u k)
        rw [← e, abs_mul, abs_mul, abs_two] at b
        nlinarith [mul_nonneg (sub_nonneg.2 hc') (abs_nonneg (u (k + 1)))]
    have g := grow m le_rfl
    rw [hM, abs_zero] at g
    linarith [abs_nonneg (u m), abs_pos.2 h1]
  obtain ⟨hc1, hc2⟩ := abs_lt.1 hc
  obtain ⟨t, ht0, htp, rfl⟩ : ∃ t, 0 < t ∧ t < π ∧ c = Real.cos t := by
    have e := Real.cos_arccos hc1.le hc2.le
    refine ⟨Real.arccos c, lt_of_le_of_ne (Real.arccos_nonneg c) fun h => ?_,
      lt_of_le_of_ne (Real.arccos_le_pi c) fun h => ?_, e.symm⟩
    · rw [← h, Real.cos_zero] at e
      linarith
    · rw [h, Real.cos_pi] at e
      linarith
  -- the solution is a sampled sine wave
  have sol : ∀ k, k + 1 ≤ m + 1 → u k * Real.sin t = u 1 * Real.sin ((k : ℝ) * t) ∧
      u (k + 1) * Real.sin t = u 1 * Real.sin (((k + 1 : ℕ) : ℝ) * t) := by
    intro k
    induction k with
    | zero => intro _; simp [h0]
    | succ k ih =>
      intro hk
      obtain ⟨a, b⟩ := ih (by omega)
      have r : u (k + 1 + 1) + u k = 2 * Real.cos t * u (k + 1) := hr k (by omega)
      have s : Real.sin (((k + 1 + 1 : ℕ) : ℝ) * t) + Real.sin ((k : ℝ) * t)
        = 2 * Real.cos t * Real.sin (((k + 1 : ℕ) : ℝ) * t) := sin_three_term t k
      exact ⟨b, by linear_combination Real.sin t * r - a + 2 * Real.cos t * b - u 1 * s⟩
  have hs := (sol m le_rfl).2
  rw [hM, zero_mul] at hs
  -- the far wall quantizes the phase
  obtain ⟨n, hn⟩ := Real.sin_eq_zero_iff.1 ((mul_eq_zero.1 hs.symm).resolve_left h1)
  have hMp : (0 : ℝ) < ((m + 1 : ℕ) : ℝ) := by positivity
  have hnp : (0 : ℝ) < n := by
    have h : 0 < (n : ℝ) * π := by rw [hn]; exact mul_pos hMp ht0
    exact pos_of_mul_pos_left h Real.pi_pos.le
  have hlt : (n : ℝ) < ((m + 1 : ℕ) : ℝ) := by
    have h : (n : ℝ) * π < ((m + 1 : ℕ) : ℝ) * π := by rw [hn]; gcongr
    exact lt_of_mul_lt_mul_right h Real.pi_pos.le
  have hn0 : 0 < n := by exact_mod_cast hnp
  lift n to ℕ using hn0.le
  have hn' : (n : ℝ) * π = ((m + 1 : ℕ) : ℝ) * t := by exact_mod_cast hn
  refine ⟨n, by exact_mod_cast hn0, by exact_mod_cast hlt, ?_⟩
  rw [hn', mul_div_cancel_left₀ _ hMp.ne']
```

For the Numerov equation, $c=(1-5w/12)/(1+w/12)$. The division is allowed: at $w=-12$ the recurrence reads $0=12u_{k+1}$ and leaves only the zero solution. Solving for $w$ returns $s(n\pi/M)$. Conversely, the samples $\sin(kn\pi/M)$ realise each such level, and their value at site 1 is positive. The computed spectrum is therefore known completely.

```lean
/-- For a box of length `L > 0` with `M` grid steps, the computed levels are exactly
`numerovLevel M L n` with `0 < n < M`. -/
theorem isNumerovLevel_iff {L : ℝ} (hL : 0 < L) (M : ℕ) (E : ℝ) :
    IsNumerovLevel M L E ↔ ∃ n : ℕ, 0 < n ∧ n < M ∧ E = numerovLevel M L n := by
  unfold IsNumerovLevel
  constructor
  · rintro ⟨u, h0, hM, ⟨j, hj, hju⟩, hr⟩
    have hMp : (0 : ℝ) < M := by exact_mod_cast (by omega : 0 < M)
    have hw : 0 < (L / M) ^ 2 := by positivity
    have ha : 1 + (L / M) ^ 2 * E / 12 ≠ 0 := by
      intro ha
      have he : (L / M) ^ 2 * E = -12 := by linarith
      cases j with
      | zero => exact hju h0
      | succ k =>
        have r := hr k hj
        rw [he] at r
        exact hju (by linarith)
    obtain ⟨n, hn, hnM, hc⟩ := chain_quantization
      (c := (1 - 5 * ((L / M) ^ 2 * E) / 12) / (1 + (L / M) ^ 2 * E / 12)) h0 hM ⟨j, hj, hju⟩
      (fun k hk => by
        rw [← mul_div_assoc, div_mul_eq_mul_div, eq_div_iff ha]
        linear_combination hr k hk)
    refine ⟨n, hn, hnM, ?_⟩
    rw [div_eq_iff ha] at hc
    have hd : 0 < 5 + Real.cos (n * π / M) := by linarith [Real.neg_one_le_cos (n * π / M)]
    unfold numerovLevel numerovSymbol
    rw [eq_div_iff hw.ne', eq_div_iff hd.ne']
    linear_combination (-12) * hc
  · rintro ⟨n, hn, hnM, rfl⟩
    have hMp : (0 : ℝ) < M := by exact_mod_cast (by omega : 0 < M)
    have hw : (L / M) ^ 2 ≠ 0 := by positivity
    obtain ⟨hp0, hp1⟩ := phase_mem hn hnM
    have hE : (L / M) ^ 2 * numerovLevel M L n = numerovSymbol (n * π / M) := by
      unfold numerovLevel
      rw [mul_comm, div_mul_cancel₀ _ hw]
    have hd : 5 + Real.cos (n * π / M) ≠ 0 := by
      linarith [Real.neg_one_le_cos (n * π / M)] |> fun h : 0 < 5 + Real.cos (n * π / M) => h.ne'
    have hS : numerovSymbol (n * π / M) * (5 + Real.cos (n * π / M))
        = 12 * (1 - Real.cos (n * π / M)) := div_mul_cancel₀ _ hd
    refine ⟨fun j => Real.sin ((j : ℝ) * (n * π / M)), by simp, ?_, ⟨1, by omega, ?_⟩, ?_⟩
    · show Real.sin ((M : ℝ) * (n * π / M)) = 0
      rw [mul_comm, div_mul_cancel₀ _ hMp.ne']
      exact Real.sin_nat_mul_pi n
    · show Real.sin (((1 : ℕ) : ℝ) * (n * π / M)) ≠ 0
      rw [Nat.cast_one, one_mul]
      exact (Real.sin_pos_of_pos_of_lt_pi hp0 hp1).ne'
    · intro k _
      rw [hE]
      linear_combination (1 + numerovSymbol (n * π / M) / 12) * sin_three_term (n * π / M) k
        + Real.sin (((k + 1 : ℕ) : ℝ) * (n * π / M)) / 6 * hS
```

With $M=1$ there is no interior point and no level. With $M=2$ there is one: the recurrence forces $1-5w/12=0$, so $E=48/(5L^2)=9.6/L^2$, against the exact $\pi^2/L^2\approx9.870/L^2$.

## Comparison level by level

Because $s$ increases, the computed levels are ordered by $n$. The label thus counts them from the bottom, as it does for the exact levels.

```lean
/-- For `L > 0` and `0 < n < m < M`, the computed level with label `n` lies strictly below
the one with label `m`. -/
theorem numerovLevel_lt_numerovLevel {L : ℝ} (hL : 0 < L) {n m M : ℕ} (hn : 0 < n)
    (hnm : n < m) (hmM : m < M) : numerovLevel M L n < numerovLevel M L m := by
  have hMp : (0 : ℝ) < M := by exact_mod_cast (by omega : 0 < M)
  have h1 := phase_mem hn (hnm.trans hmM)
  have h2 := phase_mem (hn.trans hnm) hmM
  have h3 : (n : ℝ) * π / M < m * π / M := by gcongr
  have h := numerovSymbol_strictMonoOn ⟨h1.1.le, h1.2.le⟩ ⟨h2.1.le, h2.2.le⟩ h3
  exact div_lt_div_of_pos_right h (by positivity)
```

Finally, put $t=n\pi/M$ in $s(t)<t^2$ and divide by $h^2$:

$$\frac{s(n\pi/M)}{h^2}<\frac{(n\pi/M)^2}{(L/M)^2}=\left(\frac{n\pi}{L}\right)^2.$$

```lean
/-- Numerov levels of the box are always too low: for `L > 0` and `0 < n < M`, the value
`numerovLevel M L n` is a computed level and lies strictly below the exact level `n`. -/
theorem numerov_levels_too_low {L : ℝ} (hL : 0 < L) {n M : ℕ} (hn : 0 < n) (hnM : n < M) :
    IsNumerovLevel M L (numerovLevel M L n) ∧ numerovLevel M L n < boxLevel L n := by
  refine ⟨(isNumerovLevel_iff hL M _).2 ⟨n, hn, hnM, rfl⟩, ?_⟩
  have hMp : (0 : ℝ) < M := by exact_mod_cast (by omega : 0 < M)
  have e : (n * π / L) ^ 2 * (L / M) ^ 2 = (n * π / M) ^ 2 := by
    rw [← mul_pow, div_mul_div_cancel₀ hL.ne']
  unfold numerovLevel boxLevel
  rw [div_lt_iff₀ (by positivity), e]
  exact numerovSymbol_lt_sq (phase_mem hn hnM).1.ne'

end

end NumerovBox
```

```lean
#print axioms NumerovBox.box_eigenfunction
-- 'NumerovBox.box_eigenfunction' depends on axioms: [propext, Classical.choice, Quot.sound]
#print axioms NumerovBox.numerovLevel_lt_numerovLevel
-- 'NumerovBox.numerovLevel_lt_numerovLevel' depends on axioms: [propext, Classical.choice, Quot.sound]
#print axioms NumerovBox.numerov_levels_too_low
-- 'NumerovBox.numerov_levels_too_low' depends on axioms: [propext, Classical.choice, Quot.sound]
```

## In a shooting calculation

A simple shooting program sets $u_0=0$, picks any nonzero $u_1$, steps outward with the recurrence and adjusts $E$ until $u_M=0$. Apart from rounding, any $E$ at which this condition is met is one of the energies above. With $M=10$ the lowest is about $9.8692/L^2$, against $9.8696/L^2$; the highest, $n=9$, is about $578/L^2$, against $799/L^2$.

The same recurrence, with a position-dependent coefficient, is used to compute vibrational levels of diatomic molecules, but the theorems treat only a box with hard walls and no potential inside. Carrying the sign of the error over to a Morse or RKR curve would need a separate argument.
